# A reducible energy level in finite dimension can be split by an arbitrarily small symmetric perturbation

Two orbitals of different symmetry in a molecule sometimes have the same energy. The symmetry operations do not mix them, yet they share a level. Can a very small change of the Hamiltonian separate them while keeping the full symmetry?

## States, symmetry and levels

The state vectors form a complex inner-product space V, with ⟨x, y⟩ linear in y. From (b) on, V has finite dimension, as in a finite-basis calculation.

```lean
import Mathlib

open scoped InnerProductSpace

namespace AccidentalDegeneracy

noncomputable section

variable {G V : Type*} [Group G] [NormedAddCommGroup V] [InnerProductSpace ℂ V]
```

A group G acts through unitary operators D(g), and H is a Hamiltonian with this symmetry. Antiunitary operations such as time reversal are not included in D. Below, an operator is called symmetric if it commutes with every D(g); self-adjointness is stated separately.

```lean
/-- `H` is self-adjoint and commutes with every symmetry operation `D g`. -/
def IsInvariantHamiltonian (D : G →* (V ≃ₗᵢ[ℂ] V)) (H : V →L[ℂ] V) : Prop :=
  (∀ x y, ⟪H x, y⟫_ℂ = ⟪x, H y⟫_ℂ) ∧ ∀ g v, H (D g v) = D g (H v)
```

The eigenspace at a real energy E is the kernel of H − E·1.

```lean
/-- The space of all solutions of `H v = E v` at the real energy `E`. -/
def energySpace (H : V →L[ℂ] V) (E : ℝ) : Submodule ℂ V :=
  Module.End.eigenspace (H : V →ₗ[ℂ] V) (E : ℂ)
```

`levels` is a set of real numbers, so a degenerate level counts once. For self-adjoint H it contains every eigenvalue.

```lean
/-- The set of distinct real energies at which `H` has a nonzero eigenvector. -/
def levels (H : V →L[ℂ] V) : Set ℝ :=
  {E | ∃ v, v ≠ 0 ∧ H v = (E : ℂ) • v}
```

A level is reducible if its eigenspace contains a nonzero invariant subspace W smaller than itself. The code calls W a partial multiplet; unlike a multiplet in much textbook use, W need not be irreducible.

```lean
/-- `W` is a nonzero subspace, invariant under all `D g`, that fills only a part of the
eigenspace of `H` at energy `E`. -/
def IsPartialMultiplet (D : G →* (V ≃ₗᵢ[ℂ] V)) (H : V →L[ℂ] V) (E : ℝ)
    (W : Submodule ℂ V) : Prop :=
  (∀ g, ∀ w ∈ W, D g w ∈ W) ∧ W ≠ ⊥ ∧ W < energySpace H E
```

## (a) The eigenvalue equation

Show that membership in the eigenspace means

v ∈ ker(H − E·1) ⇔ Hv = Ev.

**Solution.** (H − E·1)v = 0 is the same equation as Hv = Ev. Mathlib has this as a lemma.

```lean
theorem mem_energySpace {H : V →L[ℂ] V} {E : ℝ} {v : V} :
    v ∈ energySpace H E ↔ H v = (E : ℂ) • v :=
  Module.End.mem_eigenspace_iff
```

## (b) Finitely many levels

Let P be the orthogonal projection onto W, `W.starProjection` in Lean, and t a real energy. The operator H + tP, called `shift`, sends v to Hv + tPv, where Pv is the part of v in W.

```lean
variable [FiniteDimensional ℂ V]

/-- The Hamiltonian `H + t P`, where `P` is the orthogonal projection onto `W`. -/
def shift (H : V →L[ℂ] V) (W : Submodule ℂ V) (t : ℝ) : V →L[ℂ] V :=
  H + (t : ℂ) • W.starProjection
```

Show first that

|levels(H)| < ∞.

**Solution.** Every level is a root of det(z·1 − H), a nonzero polynomial of degree dim V. Lean takes the finiteness of the complex eigenvalues from Mathlib and pulls it back along the injective map from ℝ to ℂ.

```lean
/-- An operator on a finite-dimensional state space has finitely many distinct real levels. -/
theorem levels_finite (H : V →L[ℂ] V) : (levels H).Finite := by
  have h := Module.End.finite_hasEigenvalue (H : V →ₗ[ℂ] V)
  refine (h.preimage (f := fun E : ℝ => (E : ℂ)) Complex.ofReal_injective.injOn).subset ?_
  rintro E ⟨v, hv, hE⟩
  exact Module.End.hasEigenvalue_of_hasEigenvector
    ⟨Module.End.mem_eigenspace_iff.2 hE, hv⟩
```

## (c) A bound on their number

Show that

|levels(H)| ≤ dim V.

**Solution.** Choose an eigenvector v_E for each level E and suppose Σ c_E v_E = 0. Applying the product of (H − F·1) over all levels F ≠ E leaves

c_E ∏(E − F) v_E = 0,

so c_E = 0. The chosen vectors are independent, and there are at most dim V of them. In Lean, `choose` picks the vectors and Mathlib supplies their independence.

```lean
/-- The number of distinct real levels is at most the dimension of the state space. -/
theorem card_levels_le (H : V →L[ℂ] V) : (levels H).ncard ≤ Module.finrank ℂ V := by
  have := (levels_finite H).fintype
  have h : ∀ E : levels H, ∃ v, v ≠ 0 ∧ H v = ((E : ℝ) : ℂ) • v := fun E => E.2
  choose v hv hE using h
  -- eigenvectors of different levels are linearly independent
  have li := Module.End.eigenvectors_linearIndependent' (H : V →ₗ[ℂ] V)
    (fun E : levels H => ((E : ℝ) : ℂ))
    (Complex.ofReal_injective.comp Subtype.val_injective) v
    (fun E => ⟨Module.End.mem_eigenspace_iff.2 (hE E), hv E⟩)
  rw [← Nat.card_coe_set_eq, Nat.card_eq_fintype_card]
  exact li.fintype_card_le_finrank
```

## (d) The perturbation keeps the symmetry

For invariant W, show that

⟨(H + tP)x, y⟩ = ⟨x, (H + tP)y⟩,
(H + tP)D(g) = D(g)(H + tP).

**Solution.** The first line holds because H and P are self-adjoint and t is real. For the second, D(g)Pv lies in W. Any w in W is D(g)w′ with w′ = D(g⁻¹)w in W, so

⟨D(g)v − D(g)Pv, w⟩ = ⟨v − Pv, w′⟩ = 0.

Thus D(g)Pv is the projection of D(g)v, and P commutes with D(g). H does so by assumption. The step `hP` is this argument.

```lean
/-- If `H` is an invariant Hamiltonian and `W` an invariant subspace, then `H + t P` is again
self-adjoint and commutes with all symmetry operations. -/
theorem shift_invariant {D : G →* (V ≃ₗᵢ[ℂ] V)} {H : V →L[ℂ] V}
    (hH : IsInvariantHamiltonian D H) {W : Submodule ℂ V}
    (hW : ∀ g, ∀ w ∈ W, D g w ∈ W) (t : ℝ) : IsInvariantHamiltonian D (shift H W t) := by
  constructor
  · intro x y
    change ⟪H x + (t : ℂ) • W.starProjection x, y⟫_ℂ
      = ⟪x, H y + (t : ℂ) • W.starProjection y⟫_ℂ
    rw [inner_add_left, inner_add_right, inner_smul_left, inner_smul_right,
      Complex.conj_ofReal, hH.1, Submodule.inner_starProjection_left_eq_right]
  · intro g v
    -- the projection commutes with `D g`
    have hP : W.starProjection (D g v) = D g (W.starProjection v) := by
      refine Submodule.eq_starProjection_of_mem_of_inner_eq_zero
        (hW g _ (W.starProjection_apply_mem v)) fun w hw => ?_
      have hg : D g (D g⁻¹ w) = w := by
        change (D g * D g⁻¹) w = w
        rw [← map_mul, mul_inv_cancel, map_one]
        rfl
      rw [← hg, ← map_sub, LinearIsometryEquiv.inner_map_map]
      exact W.starProjection_inner_eq_zero v _ (hW _ w hw)
    change H (D g v) + (t : ℂ) • W.starProjection (D g v)
      = D g (H v + (t : ℂ) • W.starProjection v)
    rw [hP, hH.2, map_add, map_smul]
```

## (e) Projecting the Hamiltonian

For W inside the eigenspace at E, show that

PH = EP.

**Solution.** EPv lies in W, and for every w in W

⟨Hv − EPv, w⟩ = ⟨v, Hw⟩ − E⟨Pv, w⟩ = E⟨v − Pv, w⟩ = 0.

Hence EPv is the projection of Hv. Lean uses the same characterisation of the projection and rewrites the inner product in this order.

```lean
/-- For self-adjoint `H` and `W` inside its eigenspace at energy `E`, the projection onto `W`
satisfies `P H = E P`. -/
theorem projection_hamiltonian {H : V →L[ℂ] V} (hH : ∀ x y, ⟪H x, y⟫_ℂ = ⟪x, H y⟫_ℂ)
    {E : ℝ} {W : Submodule ℂ V} (hW : W ≤ energySpace H E) (v : V) :
    W.starProjection (H v) = (E : ℂ) • W.starProjection v := by
  refine Submodule.eq_starProjection_of_mem_of_inner_eq_zero
    (W.smul_mem _ (W.starProjection_apply_mem v)) fun w hw => ?_
  rw [inner_sub_left, hH, mem_energySpace.1 (hW hw), inner_smul_right, inner_smul_left,
    Complex.conj_ofReal, ← mul_sub, ← inner_sub_left,
    W.starProjection_inner_eq_zero v w hw, mul_zero]
```

## (f) The perturbed spectrum

For W a nonzero proper subspace of the eigenspace at E, show that

levels(H + tP) = levels(H) ∪ {E + t}.

**Solution.** Let (H + tP)v = Fv with v ≠ 0. If Pv = 0, then Hv = Fv. Otherwise, applying P and using (e) gives

(E + t − F)Pv = 0,

so F = E + t.

Conversely, a nonzero w in W satisfies (H + tP)w = (E + t)w. Now let Hv = Fv with v ≠ 0. If Pv = 0, v keeps its energy F. If Pv ≠ 0, applying P gives (F − E)Pv = 0, so F = E. Choose u in the eigenspace but not in W. Then u − Pu is nonzero and

(H + tP)(u − Pu) = E(u − Pu),

so the old level survives. The two `by_cases` splits in Lean are these cases on Pv.

```lean
/-- Let `H` be self-adjoint and `W` a nonzero proper subspace of its eigenspace at energy `E`.
The levels of `H + t P` are those of `H` together with `E + t`. -/
theorem levels_shift {H : V →L[ℂ] V} (hH : ∀ x y, ⟪H x, y⟫_ℂ = ⟪x, H y⟫_ℂ)
    {E : ℝ} {W : Submodule ℂ V} (h0 : W ≠ ⊥) (hW : W < energySpace H E) (t : ℝ) :
    levels (shift H W t) = insert (E + t) (levels H) := by
  have hPH := projection_hamiltonian hH hW.le
  have hPW : ∀ w ∈ W, W.starProjection w = w := fun w hw =>
    Submodule.starProjection_eq_self_iff.2 hw
  have hPP : ∀ v, W.starProjection (W.starProjection v) = W.starProjection v :=
    fun v => hPW _ (W.starProjection_apply_mem v)
  ext F
  constructor
  · rintro ⟨v, hv, h⟩
    change H v + (t : ℂ) • W.starProjection v = (F : ℂ) • v at h
    by_cases hp : W.starProjection v = 0
    · exact Or.inr ⟨v, hv, by simpa [hp] using h⟩
    · -- project the eigenvalue equation onto `W`
      have h2 := congrArg W.starProjection h
      simp only [map_add, map_smul, hPH, hPP] at h2
      have h3 : ((E : ℂ) + t - F) • W.starProjection v = 0 := by
        linear_combination (norm := module) h2
      have h4 := sub_eq_zero.1 ((smul_eq_zero.1 h3).resolve_right hp)
      exact Or.inl (by exact_mod_cast h4.symm)
  · rintro (rfl | ⟨v, hv, h⟩)
    · obtain ⟨w, hw, hw0⟩ := W.ne_bot_iff.1 h0
      refine ⟨w, hw0, ?_⟩
      change H w + (t : ℂ) • W.starProjection w = ((E + t : ℝ) : ℂ) • w
      rw [hPW w hw, mem_energySpace.1 (hW.le hw), Complex.ofReal_add, add_smul]
    · by_cases hp : W.starProjection v = 0
      · refine ⟨v, hv, ?_⟩
        change H v + (t : ℂ) • W.starProjection v = (F : ℂ) • v
        rw [hp, smul_zero, add_zero, h]
      · have h2 := hPH v
        rw [h, map_smul] at h2
        have h3 : ((F : ℂ) - E) • W.starProjection v = 0 := by
          linear_combination (norm := module) h2
        have h4 := sub_eq_zero.1 ((smul_eq_zero.1 h3).resolve_right hp)
        -- the part of the eigenspace orthogonal to `W` keeps the energy `E`
        obtain ⟨u, hu, huW⟩ := (SetLike.lt_iff_le_and_exists.1 hW).2
        refine ⟨u - W.starProjection u, fun h5 => huW ?_, ?_⟩
        · rw [sub_eq_zero.1 h5]
          exact W.starProjection_apply_mem u
        · change H (u - W.starProjection u)
            + (t : ℂ) • W.starProjection (u - W.starProjection u) = _
          rw [map_sub W.starProjection, hPP, sub_self, smul_zero, add_zero, map_sub,
            mem_energySpace.1 hu,
            mem_energySpace.1 (hW.le (W.starProjection_apply_mem u)), h4, smul_sub]
```

## (g) One more level

Let H have a reducible level E, with W a nonzero invariant proper subspace of its eigenspace, and let ε > 0. In the operator norm, find a symmetric self-adjoint H′ with

‖H′ − H‖ ≤ ε, |levels(H′)| = |levels(H)| + 1.

**Solution.** The interval (E, E + ε] is infinite, so by (b) it contains some F that is not a level. Put t = F − E and H′ = H + tP. Then

‖H′ − H‖ = t‖P‖ ≤ t ≤ ε,

(d) gives the symmetry, and (f) adds exactly the level F. In Lean, `ncard` counts the levels.

```lean
/-- If an eigenspace of an invariant Hamiltonian `H` contains a proper nonzero invariant
subspace, then within any distance `ε > 0` of `H` in operator norm there is an invariant
Hamiltonian with exactly one more distinct level. -/
theorem exists_more_levels {D : G →* (V ≃ₗᵢ[ℂ] V)} {H : V →L[ℂ] V}
    (hH : IsInvariantHamiltonian D H) {E : ℝ} {W : Submodule ℂ V}
    (hW : IsPartialMultiplet D H E W) {ε : ℝ} (hε : 0 < ε) :
    ∃ H' : V →L[ℂ] V, IsInvariantHamiltonian D H' ∧ ‖H' - H‖ ≤ ε ∧
      (levels H').ncard = (levels H).ncard + 1 := by
  -- finitely many levels leave room for a new one in `(E, E + ε]`
  obtain ⟨F, hF, hFn⟩ : ∃ F ∈ Set.Ioc E (E + ε), F ∉ levels H := by
    by_contra! hc
    exact Set.Ioc_infinite (by linarith : E < E + ε) ((levels_finite H).subset hc)
  refine ⟨shift H W (F - E), shift_invariant hH hW.1 _, ?_, ?_⟩
  · have hP : ‖W.starProjection‖ ≤ 1 := W.starProjection_norm_le
    have ht : 0 ≤ F - E := by linarith [hF.1]
    rw [shift, add_sub_cancel_left, norm_smul, Complex.norm_real, Real.norm_eq_abs,
      abs_of_nonneg ht]
    nlinarith [hF.2, mul_le_mul_of_nonneg_left hP ht]
  · rw [levels_shift hH.1 hW.2.1 hW.2.2, add_sub_cancel,
      Set.ncard_insert_of_notMem hFn (levels_finite H)]
```

Invariance of W is needed here. On ℂ², let D be generated by diag(1, −1) and the exchange of the two coordinates, as for a p_x, p_y pair in a square environment. Take H = 0 and W the first coordinate axis, which is not invariant. An operator commuting with diag(1, −1) is diagonal, and commuting with the exchange makes its entries equal. Every symmetric self-adjoint H′ therefore has a single level.

In a finite-basis electronic-structure model, a reducible level is thus not protected by the operations in D, if every symmetric self-adjoint matrix is admitted as a perturbation. Whether a real change, such as a bond length or an applied field, produces a suitable one is a separate physical question.

## (h) No reducible level left

For any symmetric self-adjoint H and ε > 0, find a symmetric self-adjoint H′ with ‖H′ − H‖ ≤ ε such that, for every real E and every invariant W,

0 ≠ W ⊆ ker(H′ − E·1) ⇒ W = ker(H′ − E·1).

**Solution.** Use induction on n, with dim V ≤ |levels(H)| + n. For n = 0 a reducible level would allow dim V + 1 levels by (g), against (c), so H′ = H works. For n + 1, keep H if no level is reducible. Otherwise (g) with ε/2 gives H₁ with one more level, and the induction hypothesis gives H₂ within ε/2 of H₁. Then

‖H₂ − H‖ ≤ ‖H₂ − H₁‖ + ‖H₁ − H‖ ≤ ε.

Start with n = dim V. The Lean statement `key` is this induction.

```lean
/-- Within any distance `ε > 0` of an invariant Hamiltonian there is an invariant Hamiltonian
none of whose eigenspaces contains a proper nonzero invariant subspace. -/
theorem exists_no_partialMultiplet {D : G →* (V ≃ₗᵢ[ℂ] V)} {H : V →L[ℂ] V}
    (hH : IsInvariantHamiltonian D H) {ε : ℝ} (hε : 0 < ε) :
    ∃ H' : V →L[ℂ] V, IsInvariantHamiltonian D H' ∧ ‖H' - H‖ ≤ ε ∧
      ∀ E W, ¬ IsPartialMultiplet D H' E W := by
  -- induct on the number of levels that can still be added
  have key : ∀ n : ℕ, ∀ (H : V →L[ℂ] V) (ε : ℝ), IsInvariantHamiltonian D H → 0 < ε →
      Module.finrank ℂ V ≤ (levels H).ncard + n →
      ∃ H' : V →L[ℂ] V, IsInvariantHamiltonian D H' ∧ ‖H' - H‖ ≤ ε ∧
        ∀ E W, ¬ IsPartialMultiplet D H' E W := by
    intro n
    induction n with
    | zero =>
      intro H ε hH hε hn
      refine ⟨H, hH, by simpa using hε.le, fun E W hW => ?_⟩
      obtain ⟨H₁, -, -, h₁⟩ := exists_more_levels hH hW hε
      have := card_levels_le H₁
      omega
    | succ n ih =>
      intro H ε hH hε hn
      by_cases hc : ∀ E W, ¬ IsPartialMultiplet D H E W
      · exact ⟨H, hH, by simpa using hε.le, hc⟩
      · push Not at hc
        obtain ⟨E, W, hW⟩ := hc
        obtain ⟨H₁, hH₁, hd, h₁⟩ := exists_more_levels hH hW (half_pos hε)
        obtain ⟨H₂, hH₂, hd₂, h₂⟩ := ih H₁ (ε / 2) hH₁ (half_pos hε) (by omega)
        refine ⟨H₂, hH₂, ?_, h₂⟩
        have := norm_sub_le_norm_sub_add_norm_sub H₂ H₁ H
        linarith
  exact key _ H ε hH hε (Nat.le_add_left _ _)
```

## (i) Three equivalent sites

Three uncoupled sites, numbered 0, 1, 2, have equal energy α, and D(σ) permutes their amplitudes.

```lean
/-- The permutations of three equivalent sites, acting on the site amplitudes. -/
def siteRep : Equiv.Perm (Fin 3) →*
    (EuclideanSpace ℂ (Fin 3) ≃ₗᵢ[ℂ] EuclideanSpace ℂ (Fin 3)) where
  toFun σ := LinearIsometryEquiv.piLpCongrLeft 2 ℂ ℂ σ
  map_one' := by
    refine LinearIsometryEquiv.ext fun v => ?_
    ext i
    rfl
  map_mul' σ τ := by
    refine LinearIsometryEquiv.ext fun v => ?_
    ext i
    rfl
```

With H = α·1 and s = (1, 1, 1), show that H is symmetric and self-adjoint, and that

D(σ)s = s, 0 ≠ span{s} ⊊ ker(H − α·1).

**Solution.** A real multiple of the identity is self-adjoint and commutes with every D(σ). Permuting equal amplitudes changes nothing, so D(σ)s = s and span{s} is invariant; the Lean statement records this invariance of the span. Also s ≠ 0. The eigenspace is all of ℂ³; it contains (1, 0, 0), which is no multiple of s. The code uses s unnormalised; the normalised state is s/√3. Lean compares the amplitudes on sites 0 and 1 to exclude (1, 0, 0) from the span.

```lean
/-- Three uncoupled sites of equal energy `α` form an invariant Hamiltonian, and the
equal-amplitude combination spans a proper nonzero invariant part of its eigenspace. -/
theorem partialMultiplet_witness (α : ℝ) :
    IsInvariantHamiltonian siteRep ((α : ℂ) • ContinuousLinearMap.id ℂ _) ∧
    IsPartialMultiplet siteRep ((α : ℂ) • ContinuousLinearMap.id ℂ _) α
      (Submodule.span ℂ {WithLp.toLp 2 (fun _ : Fin 3 => (1 : ℂ))}) := by
  refine ⟨⟨fun x y => ?_, fun g v => ?_⟩, fun g w hw => ?_, fun h => ?_, ?_⟩
  · change ⟪(α : ℂ) • x, y⟫_ℂ = ⟪x, (α : ℂ) • y⟫_ℂ
    rw [inner_smul_left, inner_smul_right, Complex.conj_ofReal]
  · exact (map_smul (siteRep g) (α : ℂ) v).symm
  · obtain ⟨c, rfl⟩ := Submodule.mem_span_singleton.1 hw
    refine Submodule.mem_span_singleton.2 ⟨c, ?_⟩
    rw [map_smul]
    rfl
  · have h1 := congrArg (fun v => v.ofLp 0) (Submodule.span_singleton_eq_bot.1 h)
    exact one_ne_zero (α := ℂ) h1
  · refine SetLike.lt_iff_le_and_exists.2
      ⟨fun v _ => mem_energySpace.2 rfl, !₂[1, 0, 0], mem_energySpace.2 rfl, fun h => ?_⟩
    -- equal amplitudes cannot be `1` on one site and `0` on the next
    obtain ⟨c, hc⟩ := Submodule.mem_span_singleton.1 h
    have h0 : c * 1 = 1 := congrArg (fun v => v.ofLp 0) hc
    have h1 : c * 1 = 0 := congrArg (fun v => v.ofLp 1) hc
    exact one_ne_zero (h0.symm.trans h1)

end

end AccidentalDegeneracy
```

```lean
#print axioms AccidentalDegeneracy.levels_finite
#print axioms AccidentalDegeneracy.exists_no_partialMultiplet
```

```
'AccidentalDegeneracy.levels_finite' depends on axioms: [propext, Classical.choice, Quot.sound]
'AccidentalDegeneracy.exists_no_partialMultiplet' depends on axioms: [propext, Classical.choice, Quot.sound]
```
